# Tetrahedral d-orbital energy differences are −4/9 of the octahedral ones in the angular-overlap model with equal ligand parameters

Take any two normalised real d orbitals. In the angular-overlap model, their energy difference in a tetrahedral field is −4/9 of their difference in an octahedral field, provided that all ligands in both fields have one common σ parameter and one common π parameter, with the π interaction equal in both directions perpendicular to the bond. The two figures are also taken to share their cubic axes, with ligands on the axes in the octahedron and at alternating cube corners in the tetrahedron. For an orbital that mixes different levels, the energy meant here is the expectation value. In ligand-field work this relates the d-level splittings of the two geometries, within a one-electron model that adds up independent ligands. Real complexes usually change their metal–ligand distances with the geometry, and with them the parameters.

```lean
import Mathlib

open Matrix

namespace AngularOverlap

noncomputable section
```

## Orbitals as matrices, ligands as directions

A real d orbital is represented by a real symmetric traceless 3×3 matrix Q. Its angular function in the unit direction n is proportional to n·Qn, and the normalisation is tr Q² = 1. Indices 0, 1, 2 stand for x, y, z.

```lean
/-- A normalised real d orbital, with angular function proportional to `n · Q n`:
a symmetric traceless matrix `Q` with `tr Q² = 1`. -/
structure IsDOrbital (Q : Matrix (Fin 3) (Fin 3) ℝ) : Prop where
  symmetric : Q.IsSymm
  traceless : Q.trace = 0
  normalised : (Q * Q).trace = 1
```

One ligand in direction n contributes the energy

E(n, Q) = (3/2) eσ (n·Qn)² + 2 eπ (|Qn|² − (n·Qn)²).

The first term measures the orbital's amplitude towards the ligand. The second measures the part of Qn perpendicular to n, which governs π overlap. The parameters eσ and eπ (`es` and `ep` in Lean) are postulated energies for the two kinds of interaction. They may have either sign, and the π interaction is taken to be the same in both directions perpendicular to the bond.

```lean
/-- Angular-overlap energy of the orbital `Q` due to one ligand in the unit direction `n`,
with σ parameter `es` and π parameter `ep`. -/
def ligandEnergy (es ep : ℝ) (n : Fin 3 → ℝ) (Q : Matrix (Fin 3) (Fin 3) ℝ) : ℝ :=
  3 / 2 * es * (n ⬝ᵥ Q *ᵥ n) ^ 2
    + 2 * ep * ((Q *ᵥ n) ⬝ᵥ (Q *ᵥ n) - (n ⬝ᵥ Q *ᵥ n) ^ 2)
```

The field energy is the sum over a finite family of ligands. Electron repulsion, spin–orbit coupling and mixing with metal s and p orbitals are left out. In the tetrahedron, symmetry allows the p orbitals to mix with d_xy, d_xz and d_yz.

```lean
/-- Energy of the orbital `Q` in the field of all ligands of the family `L`. -/
def fieldEnergy {ι : Type} [Fintype ι] (es ep : ℝ) (L : ι → Fin 3 → ℝ)
    (Q : Matrix (Fin 3) (Fin 3) ℝ) : ℝ :=
  ∑ k, ligandEnergy es ep (L k) Q
```

The octahedron consists of the three axes and their inverses. The tetrahedron consists of four alternating cube corners divided by √3, which makes them unit vectors. The cube is the tetrahedron together with its inverse.

```lean
/-- A family of ligands together with its image under inversion. -/
def withInverse {ι : Type} (L : ι → Fin 3 → ℝ) : ι ⊕ ι → Fin 3 → ℝ :=
  Sum.elim L (fun k => -L k)

/-- The three Cartesian unit vectors. -/
def axes : Fin 3 → Fin 3 → ℝ := ![![1, 0, 0], ![0, 1, 0], ![0, 0, 1]]

/-- Four alternating corners of the cube with edge 2. -/
def corners : Fin 4 → Fin 3 → ℝ :=
  ![![1, 1, 1], ![1, -1, -1], ![-1, 1, -1], ![-1, -1, 1]]

/-- The six ligand directions of the octahedron. -/
def octahedron : Fin 3 ⊕ Fin 3 → Fin 3 → ℝ := withInverse axes

/-- The four ligand directions of the tetrahedron. -/
def tetrahedron : Fin 4 → Fin 3 → ℝ := fun k => (Real.sqrt 3)⁻¹ • corners k

/-- The eight ligand directions of the cube. -/
def cube : Fin 4 ⊕ Fin 4 → Fin 3 → ℝ := withInverse tetrahedron
```

Write w for the sum of the squared diagonal entries, w = Q₀₀² + Q₁₁² + Q₂₂², which is `eWeight Q`. Three explicit orbitals serve as examples.

```lean
/-- The weight of the diagonal part of `Q`: the sum of its squared diagonal entries. -/
def eWeight (Q : Matrix (Fin 3) (Fin 3) ℝ) : ℝ := ∑ i, Q i i ^ 2

/-- The orbital d_z². -/
def dz2 : Matrix (Fin 3) (Fin 3) ℝ := (Real.sqrt 6)⁻¹ • !![-1, 0, 0; 0, -1, 0; 0, 0, 2]

/-- The orbital d_xz. -/
def dxz : Matrix (Fin 3) (Fin 3) ℝ := (Real.sqrt 2)⁻¹ • !![0, 0, 1; 0, 0, 0; 1, 0, 0]

/-- The orbital d_xy. -/
def dxy : Matrix (Fin 3) (Fin 3) ℝ := (Real.sqrt 2)⁻¹ • !![0, 1, 0; 1, 0, 0; 0, 0, 0]
```

## (a) Three explicit orbitals

**Task.** Show that the matrices of d_z², d_xz and d_xy are symmetric and satisfy

tr Q = 0 and tr Q² = 1.

**Solution.** All three are visibly symmetric. For d_z² the trace is (−1 − 1 + 2)/√6 = 0, and tr Q² = (1 + 1 + 4)/6 = 1. The other two have zero diagonal and two entries 1/√2, so tr Q² = 1/2 + 1/2 = 1.

Only the squares of the prefactors matter. The proof therefore replaces 1/√6 and 1/√2 by letters with known squares, and checks the three conditions for each matrix.

```lean
/-- The matrices of d_z², d_xz and d_xy are normalised d orbitals. -/
theorem isDOrbital_witness : IsDOrbital dz2 ∧ IsDOrbital dxz ∧ IsDOrbital dxy := by
  have h6 : ((Real.sqrt 6)⁻¹) ^ 2 = 1 / 6 := by
    rw [inv_pow, Real.sq_sqrt (by norm_num)]; norm_num
  have h2 : ((Real.sqrt 2)⁻¹) ^ 2 = 1 / 2 := by
    rw [inv_pow, Real.sq_sqrt (by norm_num)]; norm_num
  unfold dz2 dxz dxy
  generalize (Real.sqrt 6)⁻¹ = c at h6 ⊢
  generalize (Real.sqrt 2)⁻¹ = d at h2 ⊢
  refine ⟨⟨?_, ?_, ?_⟩, ⟨?_, ?_, ?_⟩, ⟨?_, ?_, ?_⟩⟩
  · exact Matrix.IsSymm.ext fun i j => by fin_cases i <;> fin_cases j <;> simp
  · simp [Matrix.trace, Fin.sum_univ_three]
    ring
  · simp [Matrix.trace, Fin.sum_univ_three]
    linear_combination 6 * h6
  · exact Matrix.IsSymm.ext fun i j => by fin_cases i <;> fin_cases j <;> simp
  · simp [Matrix.trace, Fin.sum_univ_three]
  · simp [Matrix.trace, Fin.sum_univ_three]
    linear_combination 2 * h2
  · exact Matrix.IsSymm.ext fun i j => by fin_cases i <;> fin_cases j <;> simp
  · simp [Matrix.trace, Fin.sum_univ_three]
  · simp [Matrix.trace, Fin.sum_univ_three]
    linear_combination 2 * h2
```

## (b) One ligand on the z axis

**Task.** For n = (0, 0, 1), show that

E(n, d_z²) = eσ, E(n, d_xz) = eπ, E(n, d_xy) = 0.

**Solution.** Here Qn is the last column of Q.

- For d_z², Qn = (0, 0, 2/√6), so (n·Qn)² = |Qn|² = 2/3. The π term vanishes and E = (3/2)(2/3) eσ = eσ.
- For d_xz, Qn = (1/√2, 0, 0), so n·Qn = 0 and |Qn|² = 1/2. Hence E = eπ.
- For d_xy, Qn = 0 and E = 0.

This fixes the meaning of the factors 3/2 and 2: the parameters are the shifts caused by a single ligand. The proof expands the products and inserts the squared prefactors.

```lean
/-- A single ligand on the z axis shifts d_z² by `es`, d_xz by `ep`, and d_xy not at all. -/
theorem ligandEnergy_zAxis (es ep : ℝ) :
    ligandEnergy es ep ![0, 0, 1] dz2 = es ∧ ligandEnergy es ep ![0, 0, 1] dxz = ep ∧
      ligandEnergy es ep ![0, 0, 1] dxy = 0 := by
  have h6 : ((Real.sqrt 6)⁻¹) ^ 2 = 1 / 6 := by
    rw [inv_pow, Real.sq_sqrt (by norm_num)]; norm_num
  have h2 : ((Real.sqrt 2)⁻¹) ^ 2 = 1 / 2 := by
    rw [inv_pow, Real.sq_sqrt (by norm_num)]; norm_num
  unfold dz2 dxz dxy
  generalize (Real.sqrt 6)⁻¹ = c at h6 ⊢
  generalize (Real.sqrt 2)⁻¹ = d at h2 ⊢
  refine ⟨?_, ?_, ?_⟩
  · simp [ligandEnergy, Matrix.mulVec, dotProduct, Fin.sum_univ_three]
    linear_combination 6 * es * h6
  · simp [ligandEnergy, Matrix.mulVec, dotProduct, Fin.sum_univ_three]
    linear_combination 2 * ep * h2
  · simp [ligandEnergy, Matrix.mulVec, dotProduct, Fin.sum_univ_three]
```

## (c) Adding the inverted ligands

**Task.** Let L be a finite family of ligands and L ∪ (−L) the family with all inverted ligands added, counted with multiplicity. Show that

E(L ∪ (−L), Q) = 2 E(L, Q).

**Solution.** Replacing n by −n changes the sign of Qn. Both n·Qn and |Qn|² stay the same, so each inverted ligand contributes as much as the original.

In the proof `hneg` is this evenness, and the sum over the enlarged family then splits into two equal halves. Nothing is required of Q.

```lean
/-- Adding to a family of ligands its image under inversion doubles the energy of every orbital. -/
theorem fieldEnergy_withInverse {ι : Type} [Fintype ι] (es ep : ℝ) (L : ι → Fin 3 → ℝ)
    (Q : Matrix (Fin 3) (Fin 3) ℝ) :
    fieldEnergy es ep (withInverse L) Q = 2 * fieldEnergy es ep L Q := by
  -- the energy of one ligand is even in its direction
  have hneg : ∀ n, ligandEnergy es ep (-n) Q = ligandEnergy es ep n Q := by
    intro n
    simp only [ligandEnergy, Matrix.mulVec_neg, neg_dotProduct, dotProduct_neg, neg_neg]
  simp only [fieldEnergy, withInverse, Fintype.sum_sum_type, Sum.elim_inl, Sum.elim_inr, hneg]
  ring
```

## (d) The octahedral field

**Task.** For a normalised d orbital, show that

E_oct(Q) = 3 eσ w + 4 eπ (1 − w).

**Solution.** For the ligand on axis i, n·Qn = Qᵢᵢ, and Qn is column i of Q. Over the three positive axes,

Σ (n·Qn)² = w,

Σ |Qn|² = Σᵢⱼ Qᵢⱼ² = tr Q² = 1,

where symmetry gives the middle equality of the second line. The three ligands contribute (3/2) eσ w + 2 eπ (1 − w), and by (c) the six contribute twice that.

The proof applies (c), expands the sums, identifies mirrored entries by symmetry and closes with a multiple of the normalisation condition `hn`.

```lean
/-- The octahedral energy of a normalised d orbital depends only on its diagonal weight. -/
theorem fieldEnergy_octahedron (es ep : ℝ) {Q : Matrix (Fin 3) (Fin 3) ℝ}
    (hQ : IsDOrbital Q) :
    fieldEnergy es ep octahedron Q = 3 * es * eWeight Q + 4 * ep * (1 - eWeight Q) := by
  have hn := hQ.normalised
  simp only [Matrix.trace, Matrix.diag_apply, Matrix.mul_apply, Fin.sum_univ_three] at hn
  rw [octahedron, fieldEnergy_withInverse]
  simp [fieldEnergy, ligandEnergy, axes, eWeight, Matrix.mulVec, dotProduct,
    Fin.sum_univ_three]
  rw [hQ.symmetric.apply 0 1, hQ.symmetric.apply 0 2, hQ.symmetric.apply 1 2] at *
  linear_combination 4 * ep * hn
```

## (e) The tetrahedral field

**Task.** For a normalised d orbital, show that

E_tet(Q) = (8/3) eπ w + (4eσ/3 + 8eπ/9)(1 − w).

**Solution.** Write n = v/√3 with v a corner, so that (n·Qn)² = (v·Qv)²/9 and |Qn|² = |Qv|²/3. Since vᵢ² = 1 and tr Q = 0,

v·Qv = 2 (v₀v₁ Q₀₁ + v₀v₂ Q₀₂ + v₁v₂ Q₁₂).

Over the four corners the sign triples (v₀v₁, v₀v₂, v₁v₂) are (+,+,+), (−,−,+), (−,+,−) and (+,−,−). The cross terms in the squares cancel, which leaves

Σ (v·Qv)² = 16 (Q₀₁² + Q₀₂² + Q₁₂²) = 8 (1 − w),

because tr Q² = w + 2 (Q₀₁² + Q₀₂² + Q₁₂²) = 1. Also Σ vᵢvⱼ = 4 δᵢⱼ, where δᵢⱼ is 1 for i = j and 0 otherwise, so Σ |Qv|² = 4 tr Q² = 4. Therefore

E_tet(Q) = (3/2) eσ (8/9)(1 − w) + 2 eπ [4/3 − (8/9)(1 − w)].

Writing 4/3 as (4/3) w + (4/3)(1 − w) gives the target.

In the proof `hs` takes out the factors of 1/√3. The last step combines the normalisation `hn` with the vanishing trace `ht`.

```lean
/-- The tetrahedral energy of a normalised d orbital depends only on its diagonal weight. -/
theorem fieldEnergy_tetrahedron (es ep : ℝ) {Q : Matrix (Fin 3) (Fin 3) ℝ}
    (hQ : IsDOrbital Q) :
    fieldEnergy es ep tetrahedron Q =
      8 / 3 * ep * eWeight Q + (4 / 3 * es + 8 / 9 * ep) * (1 - eWeight Q) := by
  have hn := hQ.normalised
  have ht := hQ.traceless
  simp only [Matrix.trace, Matrix.diag_apply, Matrix.mul_apply, Fin.sum_univ_three] at hn ht
  have hc : ((Real.sqrt 3)⁻¹) ^ 2 = 1 / 3 := by
    rw [inv_pow, Real.sq_sqrt (by norm_num)]; norm_num
  -- take the normalisation of the ligand directions out of the energy
  have hs : ∀ v, ligandEnergy es ep ((Real.sqrt 3)⁻¹ • v) Q =
      1 / 6 * es * (v ⬝ᵥ Q *ᵥ v) ^ 2
        + 2 * ep * (1 / 3 * ((Q *ᵥ v) ⬝ᵥ (Q *ᵥ v)) - 1 / 9 * (v ⬝ᵥ Q *ᵥ v) ^ 2) := by
    intro v
    simp only [ligandEnergy, Matrix.mulVec_smul, smul_dotProduct, dotProduct_smul, smul_eq_mul]
    generalize (Real.sqrt 3)⁻¹ = c at hc ⊢
    linear_combination ((3 / 2 * es - 2 * ep) * (v ⬝ᵥ Q *ᵥ v) ^ 2 * (c ^ 2 + 1 / 3)
      + 2 * ep * ((Q *ᵥ v) ⬝ᵥ (Q *ᵥ v))) * hc
  simp only [fieldEnergy, tetrahedron, hs]
  simp [corners, eWeight, Matrix.mulVec, dotProduct, Fin.sum_univ_three, Fin.sum_univ_four]
  rw [hQ.symmetric.apply 0 1, hQ.symmetric.apply 0 2, hQ.symmetric.apply 1 2] at *
  linear_combination (4 / 3 * es + 8 / 9 * ep) * hn
    + (2 / 3 * es - 8 / 9 * ep) * (Q 0 0 + Q 1 1 + Q 2 2) * ht
```

## (f) Diagonal matrices: the e orbitals

**Task.** Diagonal Q describes d_z², d_x²−y² and their combinations. Show that for such a normalised orbital

E_oct(Q) = 3 eσ and E_tet(Q) = 8 eπ/3.

**Solution.** Without off-diagonal entries, w = tr Q² = 1. Insert this in (d) and (e). The proof establishes `hw` in the same way and substitutes it.

```lean
/-- A normalised d orbital with diagonal `Q` has energy `3 es` in the octahedron
and `8 ep / 3` in the tetrahedron. -/
theorem levels_e (es ep : ℝ) {Q : Matrix (Fin 3) (Fin 3) ℝ} (hQ : IsDOrbital Q)
    (hd : ∀ i j, i ≠ j → Q i j = 0) :
    fieldEnergy es ep octahedron Q = 3 * es ∧
      fieldEnergy es ep tetrahedron Q = 8 * ep / 3 := by
  have hw : eWeight Q = 1 := by
    have hn := hQ.normalised
    simp only [Matrix.trace, Matrix.diag_apply, Matrix.mul_apply, Fin.sum_univ_three] at hn
    simp only [eWeight, Fin.sum_univ_three]
    linear_combination hn - 2 * Q 1 0 * hd 0 1 (by decide) - 2 * Q 2 0 * hd 0 2 (by decide)
      - 2 * Q 2 1 * hd 1 2 (by decide)
  rw [fieldEnergy_octahedron es ep hQ, fieldEnergy_tetrahedron es ep hQ, hw]
  constructor <;> ring
```

## (g) Zero diagonal: the t₂ orbitals

**Task.** Zero-diagonal Q describes d_xy, d_xz, d_yz and their combinations. Show that for such a normalised orbital

E_oct(Q) = 4 eπ and E_tet(Q) = 4 eσ/3 + 8 eπ/9.

**Solution.** Every diagonal entry vanishes, so w = 0. Insert this in (d) and (e), as the proof does.

```lean
/-- A normalised d orbital whose `Q` has zero diagonal has energy `4 ep` in the octahedron
and `4 es / 3 + 8 ep / 9` in the tetrahedron. -/
theorem levels_t2 (es ep : ℝ) {Q : Matrix (Fin 3) (Fin 3) ℝ} (hQ : IsDOrbital Q)
    (h0 : ∀ i, Q i i = 0) :
    fieldEnergy es ep octahedron Q = 4 * ep ∧
      fieldEnergy es ep tetrahedron Q = 4 * es / 3 + 8 * ep / 9 := by
  have hw : eWeight Q = 0 := by simp [eWeight, h0]
  rw [fieldEnergy_octahedron es ep hQ, fieldEnergy_tetrahedron es ep hQ, hw]
  constructor <;> ring
```

In this one-electron model, the d levels for any arrangement of ligands are the eigenvalues of a 5×5 matrix, built in an orthonormal d basis by summing over the ligands. The diagonal elements are field energies as above. The element between Q and P is [E(Q + P) − E(Q − P)]/4, with the same formula for E used on unnormalised matrices. For octahedral input the eigenvalues should be 3eσ twice and 4eπ three times, which is a convenient test of the geometry and the prefactors. This matrix does not occur in the Lean file.

## (h) The ratio for any two orbitals

**Task.** For normalised d orbitals Q and P and equal ligand parameters, show that

E_tet(Q) − E_tet(P) = −(4/9) [E_oct(Q) − E_oct(P)],

E_cube(Q) − E_cube(P) = −(8/9) [E_oct(Q) − E_oct(P)].

**Solution.** Let Δ be the value of w for Q minus its value for P. By (d) the octahedral difference is (3eσ − 4eπ) Δ. By (e) the tetrahedral one is

(8eπ/3 − 4eσ/3 − 8eπ/9) Δ = (16eπ/9 − 4eσ/3) Δ = −(4/9)(3eσ − 4eπ) Δ.

By (c) the cube doubles it. The orbitals need not be pure e or t₂, and since nothing is divided, the equations also hold when the octahedral difference is zero. The proof rewrites all energies with (c), (d) and (e) and compares coefficients.

```lean
/-- For any two normalised d orbitals and equal ligand parameters, the energy difference in the
tetrahedron is -4/9, and in the cube -8/9, of that in the octahedron. -/
theorem energy_difference_ratio (es ep : ℝ) {Q P : Matrix (Fin 3) (Fin 3) ℝ}
    (hQ : IsDOrbital Q) (hP : IsDOrbital P) :
    fieldEnergy es ep tetrahedron Q - fieldEnergy es ep tetrahedron P =
        -(4 / 9) * (fieldEnergy es ep octahedron Q - fieldEnergy es ep octahedron P) ∧
      fieldEnergy es ep cube Q - fieldEnergy es ep cube P =
        -(8 / 9) * (fieldEnergy es ep octahedron Q - fieldEnergy es ep octahedron P) := by
  rw [cube, fieldEnergy_withInverse, fieldEnergy_withInverse,
    fieldEnergy_octahedron es ep hQ, fieldEnergy_octahedron es ep hP,
    fieldEnergy_tetrahedron es ep hQ, fieldEnergy_tetrahedron es ep hP]
  constructor <;> ring
```

## (i) The splitting between e and t₂

**Task.** Let Q be diagonal and let P have zero diagonal, both normalised d orbitals. Show that

E_oct(Q) − E_oct(P) = 3 eσ − 4 eπ,

E_tet(Q) − E_tet(P) = −(4/9)(3 eσ − 4 eπ).

**Solution.** Subtract the octahedral levels in (f) and (g), then apply (h). When 3eσ > 4eπ, the e orbitals lie above the t₂ orbitals in the octahedron and below them in the tetrahedron. The proof takes the same two steps, with `ho` as the octahedral difference.

```lean
/-- Between a normalised d orbital with diagonal `Q` and one whose `P` has zero diagonal, the
splitting is `3 es - 4 ep` in the octahedron and -4/9 of this in the tetrahedron. -/
theorem crystal_field_splitting (es ep : ℝ) {Q P : Matrix (Fin 3) (Fin 3) ℝ}
    (hQ : IsDOrbital Q) (hP : IsDOrbital P)
    (hd : ∀ i j, i ≠ j → Q i j = 0) (h0 : ∀ i, P i i = 0) :
    fieldEnergy es ep octahedron Q - fieldEnergy es ep octahedron P = 3 * es - 4 * ep ∧
      fieldEnergy es ep tetrahedron Q - fieldEnergy es ep tetrahedron P =
        -(4 / 9) * (3 * es - 4 * ep) := by
  have ho : fieldEnergy es ep octahedron Q - fieldEnergy es ep octahedron P
      = 3 * es - 4 * ep := by
    rw [(levels_e es ep hQ hd).1, (levels_t2 es ep hP h0).1]
  exact ⟨ho, by rw [(energy_difference_ratio es ep hQ hP).1, ho]⟩

end

end AngularOverlap
```

```lean
#print axioms AngularOverlap.ligandEnergy_zAxis
-- 'AngularOverlap.ligandEnergy_zAxis' depends on axioms: [propext, Classical.choice, Quot.sound]
#print axioms AngularOverlap.energy_difference_ratio
-- 'AngularOverlap.energy_difference_ratio' depends on axioms: [propext, Classical.choice, Quot.sound]
#print axioms AngularOverlap.crystal_field_splitting
-- 'AngularOverlap.crystal_field_splitting' depends on axioms: [propext, Classical.choice, Quot.sound]
```
